# On a Kramers pair, a time-odd Hermitian operator has eigenvalues $\pm\Delta$

Let $T$ be an antiunitary time reversal with $T^2=-1$, let $M$ be Hermitian with $TM=-MT$, and let $u$ be a unit vector. Then $u$ and $Tu$ are orthonormal, and $M$ compressed to their span has exactly the eigenvalues $\pm\Delta$, where

$$\Delta=\sqrt{\langle u,Mu\rangle^2+|\langle u,MTu\rangle|^2}.$$

## An odd number of electrons in a magnetic field

Without a magnetic field, and with nuclear spins left aside, every level of a system with an odd number of electrons is at least doubly degenerate: a state $u$ and its time-reversed partner $Tu$ have the same energy. A magnetic field couples to orbital and spin moments, which change sign under time reversal, and this coupling $M$ can lift the degeneracy. To first order in the field, the levels of an isolated doublet follow from diagonalising $M$ within it. They move by equal and opposite amounts, and $2\Delta$ is the gap between them.

## The two-by-two matrix

The inner product is conjugate-linear in its first argument, and antiunitarity reads $\langle Tx,Ty\rangle=\langle y,x\rangle$. Hence $\|Tu\|^2=\langle u,u\rangle=1$. Taking $x=u$, $y=Tu$ gives

$$\langle Tu,u\rangle=\langle Tu,T(Tu)\rangle=-\langle Tu,u\rangle,$$

so the overlap is zero.

Write $a=\langle u,Mu\rangle$, which is real, and $b=\langle u,MTu\rangle$. The other two matrix elements are

$$\langle Tu,Mu\rangle=\langle MTu,u\rangle=\bar b,\qquad \langle Tu,MTu\rangle=-\langle Tu,TMu\rangle=-\langle Mu,u\rangle=-a.$$

For a vector $pu+qTu$, the eigenvalue problem with eigenvalue $l$ is therefore

$$ap+bq=lp,\qquad \bar b p-aq=lq.$$

## Two opposite roots

The equations can be written $(l-a)p=bq$ and $(l+a)q=\bar b p$. Multiplying the first by $l+a$ and using the second gives $(l^2-a^2)p=|b|^2p$. Multiplying the second by $l-a$ and using the first gives $(l^2-a^2)q=|b|^2q$. At least one amplitude is nonzero, so $l^2=a^2+|b|^2=\Delta^2$.

Conversely, if $l^2=\Delta^2$, the amplitudes $(p,q)=(b,l-a)$ solve both equations. If both of these vanish, then $b=0$ and $l=a$, and $(1,0)$ is a solution. If $\Delta=0$, the two roots coincide and there is no splitting.

## Energy levels and the field direction

Suppose $H$ commutes with $T$ and $Hu=\varepsilon u$ with $\varepsilon$ real. Then $HTu=THu=\varepsilon Tu$, so $H$ acts as the number $\varepsilon$ on the pair, and the compression of $H+M$ has the levels $\varepsilon\pm\Delta$.

Now let $M=\sum_i B_i\mu_i$, with real field components $B_i$ and Hermitian time-odd operators $\mu_i$. Here $\mu_i$ is the operator that multiplies $B_i$ in the energy, which is minus the magnetic moment in the usual convention. With $a_i=\langle u,\mu_iu\rangle$ and $b_i=\langle u,\mu_iTu\rangle$, both $a$ and $b$ are linear in the field, and

$$\Delta^2=\sum_{i,j}B_i\Lambda_{ij}B_j,\qquad \Lambda_{ij}=a_ia_j+\operatorname{Re}b_i\operatorname{Re}b_j+\operatorname{Im}b_i\operatorname{Im}b_j.$$

## A time-even perturbation shifts without splitting

If $M$ is Hermitian and commutes with $T$, as for an electric field or a strain, the same manipulations give $\langle Tu,MTu\rangle=+a$. They also give $\langle Tu,Mu\rangle=-\langle Tu,Mu\rangle$, so the off-diagonal element vanishes. Both states move by $a$ and stay degenerate in the compressed problem. This variant is argued here in prose and has no theorem in the code below.

## From matrix elements to a g-tensor

Take a wavefunction calculation with spin–orbit coupling on a molecule with an odd number of electrons, and let $u$ be one state of an isolated lowest doublet. With $\mu_i=\mu_B(L_i+g_eS_i)$, where $\mu_B$ is the Bohr magneton, $g_e>0$ the magnitude of the free-electron g-factor and $L_i,S_i$ the dimensionless total orbital and spin angular momenta, one evaluates the three numbers $a_i$ and the three numbers $b_i$, and assembles the $3\times3$ matrix $\Lambda$. If its eigenvalues are $\lambda_k$, the magnitudes of the principal g-values are $2\sqrt{\lambda_k}/\mu_B$. A program may return the second state as $Tu$ times a phase; that phase is common to all $b_i$ and drops out of $\Lambda$.

For a single spin with $\mu_i=\tfrac12 g\mu_B\sigma_i$, where $g>0$ and $\sigma_i$ are the Pauli matrices, and $u$ spin-up, $\Lambda$ is $(g\mu_B/2)^2$ times the identity, and the gap is $g\mu_B|B|$.

## Time reversal and compression in Lean

The space `E` is a complex inner-product space of any dimension. The type `E →ₗ⋆[ℂ] E` holds conjugate-linear maps, and `IsKramers T` adds antiunitarity and $T^2=-1$. The second condition is the half-integer-spin case; it is assumed, not derived from an electron count. `M.IsSymmetric` is Hermiticity for an operator defined on all of `E`, so an unbounded operator fits only when `E` is a domain that it maps into itself.

`doublet T u` is the complex span of $u$ and $Tu$. The name is wider than textbook use, since $u$ need not be an energy eigenstate; only `perturbed_levels` assumes that. `IsCompressedEigenvalue M K l` says that some nonzero $x\in K$ satisfies $\langle y,Mx\rangle=l\langle y,x\rangle$ for all $y\in K$. This is the eigenvalue equation for $M$ projected back onto $K$, stated without a basis.

`halfSplitting T M u` is $\Delta$, half the gap. The theorem `doublet_splitting` says that a complex number `l` is an eigenvalue of the compression exactly when it is $\Delta$ or $-\Delta$. `perturbed_levels` gives $\varepsilon\pm\Delta$, and `field_splitting` gives the condition $l^2=\sum_{i,j}B_i\Lambda_{ij}B_j$, with `splittingTensor` for $\Lambda$ and any finite number of field components.

The compression leaves out the coupling between the doublet and all other states. The theorems are exact for the compressed operator; its eigenvalues approximate levels of the full $H+M$ when that coupling is small compared with the distance to the other levels. If the level is more than twofold degenerate, first-order theory diagonalises $M$ in its whole eigenspace.

```lean
import Mathlib

open scoped InnerProductSpace ComplexConjugate

namespace KramersDoubletSplitting

noncomputable section

variable {E : Type*} [NormedAddCommGroup E] [InnerProductSpace ℂ E]

/-- A conjugate-linear map `T` is a Kramers time reversal if it is antiunitary and
squares to minus one. -/
structure IsKramers (T : E →ₗ⋆[ℂ] E) : Prop where
  inner_map : ∀ x y, ⟪T x, T y⟫_ℂ = ⟪y, x⟫_ℂ
  sq : ∀ x, T (T x) = -x

/-- The number `l` is an eigenvalue of the compression of `M` to the subspace `K`: some nonzero
`x` in `K` satisfies `⟪y, M x⟫ = l ⟪y, x⟫` for every `y` in `K`. -/
def IsCompressedEigenvalue (M : E →ₗ[ℂ] E) (K : Submodule ℂ E) (l : ℂ) : Prop :=
  ∃ x ∈ K, x ≠ 0 ∧ ∀ y ∈ K, ⟪y, M x⟫_ℂ = l * ⟪y, x⟫_ℂ

/-- The complex span of the vectors `u` and `T u`. -/
def doublet (T : E →ₗ⋆[ℂ] E) (u : E) : Submodule ℂ E := Submodule.span ℂ {u, T u}

/-- The square root of the sum of the squared real part of `⟪u, M u⟫` and the squared modulus of
`⟪u, M (T u)⟫`. -/
def halfSplitting (T : E →ₗ⋆[ℂ] E) (M : E →ₗ[ℂ] E) (u : E) : ℝ :=
  √((⟪u, M u⟫_ℂ).re ^ 2 + ‖⟪u, M (T u)⟫_ℂ‖ ^ 2)

/-- The Kramers partner of a unit vector is a unit vector orthogonal to it. -/
theorem partner_orthonormal {T : E →ₗ⋆[ℂ] E} (hT : IsKramers T) {u : E} (hu : ‖u‖ = 1) :
    ‖T u‖ = 1 ∧ ⟪u, T u⟫_ℂ = 0 := by
  constructor
  · rw [norm_eq_sqrt_re_inner (𝕜 := ℂ), hT.inner_map, ← norm_eq_sqrt_re_inner, hu]
  · -- the overlap equals its own negative
    have h := hT.inner_map u (T u)
    rw [hT.sq, inner_neg_right] at h
    have h0 : ⟪T u, u⟫_ℂ = 0 := by linear_combination (-1 / 2 : ℂ) * h
    exact inner_eq_zero_symm.1 h0

/-- For a symmetric `M` that anticommutes with a Kramers time reversal, and a unit vector `u`,
the eigenvalue problem on the doublet is a two-by-two secular system for the amplitudes
`p` of `u` and `q` of `T u`. -/
theorem secular_equations {T : E →ₗ⋆[ℂ] E} (hT : IsKramers T) {M : E →ₗ[ℂ] E}
    (hM : M.IsSymmetric) (hTM : ∀ x, T (M x) = -M (T x)) {u : E} (hu : ‖u‖ = 1) (l : ℂ) :
    IsCompressedEigenvalue M (doublet T u) l ↔
      ∃ p q : ℂ, (p ≠ 0 ∨ q ≠ 0) ∧
        ⟪u, M u⟫_ℂ * p + ⟪u, M (T u)⟫_ℂ * q = l * p ∧
        conj ⟪u, M (T u)⟫_ℂ * p - ⟪u, M u⟫_ℂ * q = l * q := by
  obtain ⟨hn, hut⟩ := partner_orthonormal hT hu
  have htu : ⟪T u, u⟫_ℂ = 0 := inner_eq_zero_symm.1 hut
  have huu : ⟪u, u⟫_ℂ = 1 := by simp [inner_self_eq_norm_sq_to_K, hu]
  have htt : ⟪T u, T u⟫_ℂ = 1 := by rw [hT.inner_map, huu]
  -- matrix elements in the lower row
  have hc : ⟪T u, M u⟫_ℂ = conj ⟪u, M (T u)⟫_ℂ := by rw [inner_conj_symm, hM (T u) u]
  have hd : ⟪T u, M (T u)⟫_ℂ = -⟪u, M u⟫_ℂ := by
    have h : M (T u) = -T (M u) := by rw [hTM, neg_neg]
    rw [h, inner_neg_right, hT.inner_map, hM u u]
  have e1 : ∀ p q : ℂ, ⟪u, M (p • u + q • T u)⟫_ℂ
      = ⟪u, M u⟫_ℂ * p + ⟪u, M (T u)⟫_ℂ * q := fun p q => by
    simp only [map_add, map_smul, inner_add_right, inner_smul_right]
    ring
  have e2 : ∀ p q : ℂ, ⟪T u, M (p • u + q • T u)⟫_ℂ
      = conj ⟪u, M (T u)⟫_ℂ * p - ⟪u, M u⟫_ℂ * q := fun p q => by
    simp only [map_add, map_smul, inner_add_right, inner_smul_right]
    rw [hc, hd]
    ring
  have f1 : ∀ p q : ℂ, ⟪u, p • u + q • T u⟫_ℂ = p := fun p q => by
    rw [inner_add_right, inner_smul_right, inner_smul_right, huu, hut]
    ring
  have f2 : ∀ p q : ℂ, ⟪T u, p • u + q • T u⟫_ℂ = q := fun p q => by
    rw [inner_add_right, inner_smul_right, inner_smul_right, htu, htt]
    ring
  constructor
  · rintro ⟨x, hx, h0, h⟩
    obtain ⟨p, q, rfl⟩ := Submodule.mem_span_pair.1 hx
    refine ⟨p, q, ?_, ?_, ?_⟩
    · by_contra hpq
      rw [not_or, not_not, not_not] at hpq
      exact h0 (by rw [hpq.1, hpq.2, zero_smul, zero_smul, add_zero])
    · have h1 := h u (Submodule.subset_span (by simp))
      rwa [e1, f1] at h1
    · have h2 := h (T u) (Submodule.subset_span (by simp))
      rwa [e2, f2] at h2
  · rintro ⟨p, q, hpq, h1, h2⟩
    refine ⟨p • u + q • T u, Submodule.mem_span_pair.2 ⟨p, q, rfl⟩, ?_, ?_⟩
    · intro h0
      have g1 := f1 p q
      have g2 := f2 p q
      rw [h0, inner_zero_right] at g1 g2
      exact hpq.elim (fun h => h g1.symm) (fun h => h g2.symm)
    · intro y hy
      obtain ⟨r, s, rfl⟩ := Submodule.mem_span_pair.1 hy
      simp only [inner_add_left, inner_smul_left, e1, e2, f1, f2]
      linear_combination conj r * h1 + conj s * h2

/-- A symmetric `M` that anticommutes with a Kramers time reversal, compressed to the doublet of
a unit vector `u`, has exactly the eigenvalues plus and minus `halfSplitting T M u`. -/
theorem doublet_splitting {T : E →ₗ⋆[ℂ] E} (hT : IsKramers T) {M : E →ₗ[ℂ] E}
    (hM : M.IsSymmetric) (hTM : ∀ x, T (M x) = -M (T x)) {u : E} (hu : ‖u‖ = 1) (l : ℂ) :
    IsCompressedEigenvalue M (doublet T u) l ↔
      l = (halfSplitting T M u : ℂ) ∨ l = -(halfSplitting T M u : ℂ) := by
  have ha : ((⟪u, M u⟫_ℂ).re : ℂ) = ⟪u, M u⟫_ℂ :=
    Complex.conj_eq_iff_re.1 (by rw [inner_conj_symm, hM u u])
  have hD : (halfSplitting T M u : ℂ) ^ 2
      = ⟪u, M u⟫_ℂ ^ 2 + ⟪u, M (T u)⟫_ℂ * conj ⟪u, M (T u)⟫_ℂ := by
    rw [halfSplitting, ← Complex.ofReal_pow, Real.sq_sqrt (by positivity), Complex.ofReal_add,
      Complex.ofReal_pow, ha, Complex.mul_conj, Complex.normSq_eq_norm_sq]
  rw [secular_equations hT hM hTM hu, ← sq_eq_sq_iff_eq_or_eq_neg, hD]
  generalize ⟪u, M u⟫_ℂ = a
  generalize ⟪u, M (T u)⟫_ℂ = b
  constructor
  · -- eliminate one amplitude from the secular system
    rintro ⟨p, q, hp | hq, h1, h2⟩
    · apply mul_right_cancel₀ hp
      linear_combination (-l - a) * h1 - b * h2
    · apply mul_right_cancel₀ hq
      linear_combination (a - l) * h2 - conj b * h1
  · -- amplitudes `(b, l - a)`, or `(1, 0)` when these vanish
    intro h
    by_cases hc : b = 0 ∧ l - a = 0
    · refine ⟨1, 0, Or.inl one_ne_zero, by linear_combination -hc.2, ?_⟩
      rw [hc.1]
      simp
    · exact ⟨b, l - a, not_and_or.1 hc, by ring, by linear_combination -h⟩

/-- Let `H` commute with a Kramers time reversal and have the unit eigenvector `u` with real energy
`ε`. For a symmetric `M` that anticommutes with the same time reversal, `H + M` compressed to the
doublet of `u` has exactly the eigenvalues `ε` plus and minus `halfSplitting T M u`. -/
theorem perturbed_levels {T : E →ₗ⋆[ℂ] E} (hT : IsKramers T) {H M : E →ₗ[ℂ] E}
    (hTH : ∀ x, T (H x) = H (T x)) (hM : M.IsSymmetric) (hTM : ∀ x, T (M x) = -M (T x))
    {u : E} (hu : ‖u‖ = 1) {ε : ℝ} (hε : H u = (ε : ℂ) • u) (l : ℂ) :
    IsCompressedEigenvalue (H + M) (doublet T u) l ↔
      l = ε + (halfSplitting T M u : ℂ) ∨ l = ε - (halfSplitting T M u : ℂ) := by
  -- `H` acts as the number `ε` on the whole doublet
  have hS : ∀ x ∈ doublet T u, H x = (ε : ℂ) • x := by
    intro x hx
    obtain ⟨p, q, rfl⟩ := Submodule.mem_span_pair.1 hx
    have ht : H (T u) = (ε : ℂ) • T u := by
      rw [← hTH, hε, map_smulₛₗ, Complex.conj_ofReal]
    rw [map_add, map_smul, map_smul, hε, ht]
    module
  have key : IsCompressedEigenvalue (H + M) (doublet T u) l ↔
      IsCompressedEigenvalue M (doublet T u) (l - ε) := by
    constructor
    · rintro ⟨x, hx, h0, h⟩
      refine ⟨x, hx, h0, fun y hy => ?_⟩
      have h1 := h y hy
      rw [LinearMap.add_apply, hS x hx, inner_add_right, inner_smul_right] at h1
      linear_combination h1
    · rintro ⟨x, hx, h0, h⟩
      refine ⟨x, hx, h0, fun y hy => ?_⟩
      rw [LinearMap.add_apply, hS x hx, inner_add_right, inner_smul_right]
      linear_combination h y hy
  rw [key, doublet_splitting hT hM hTM hu, sub_eq_iff_eq_add', sub_eq_iff_eq_add',
    ← sub_eq_add_neg]

/-- The real array whose `i, j` entry is the product of the real parts of `⟪u, μ i u⟫` and
`⟪u, μ j u⟫`, plus the product of the real parts and the product of the imaginary parts of
`⟪u, μ i (T u)⟫` and `⟪u, μ j (T u)⟫`. -/
def splittingTensor {ι : Type*} (T : E →ₗ⋆[ℂ] E) (μ : ι → E →ₗ[ℂ] E) (u : E) (i j : ι) : ℝ :=
  (⟪u, μ i u⟫_ℂ).re * (⟪u, μ j u⟫_ℂ).re
    + (⟪u, μ i (T u)⟫_ℂ).re * (⟪u, μ j (T u)⟫_ℂ).re
    + (⟪u, μ i (T u)⟫_ℂ).im * (⟪u, μ j (T u)⟫_ℂ).im

/-- For finitely many symmetric operators `μ i` that anticommute with a Kramers time reversal, and
real field components `B i`, the eigenvalues of the sum of the `B i • μ i`, compressed to the
doublet of a unit vector, are exactly the complex numbers whose square is the quadratic form of
`splittingTensor` in the field. -/
theorem field_splitting {ι : Type*} [Fintype ι] {T : E →ₗ⋆[ℂ] E} (hT : IsKramers T)
    {μ : ι → E →ₗ[ℂ] E} (hμ : ∀ i, (μ i).IsSymmetric) (hTμ : ∀ i x, T (μ i x) = -μ i (T x))
    {u : E} (hu : ‖u‖ = 1) (B : ι → ℝ) (l : ℂ) :
    IsCompressedEigenvalue (∑ i, (B i : ℂ) • μ i) (doublet T u) l ↔
      l ^ 2 = ((∑ i, ∑ j, B i * splittingTensor T μ u i j * B j : ℝ) : ℂ) := by
  have hM : (∑ i, (B i : ℂ) • μ i).IsSymmetric := by
    intro x y
    simp only [LinearMap.sum_apply, LinearMap.smul_apply, sum_inner, inner_sum,
      inner_smul_left, inner_smul_right, Complex.conj_ofReal]
    exact Finset.sum_congr rfl fun i _ => by rw [hμ i x y]
  have hTM : ∀ x, T ((∑ i, (B i : ℂ) • μ i) x) = -(∑ i, (B i : ℂ) • μ i) (T x) := by
    intro x
    simp only [LinearMap.sum_apply, LinearMap.smul_apply, map_sum, map_smulₛₗ,
      Complex.conj_ofReal, hTμ, smul_neg, Finset.sum_neg_distrib]
  have e : ∀ v, ⟪u, (∑ i, (B i : ℂ) • μ i) v⟫_ℂ = ∑ i, (B i : ℂ) * ⟪u, μ i v⟫_ℂ := by
    intro v
    simp only [LinearMap.sum_apply, LinearMap.smul_apply, inner_sum, inner_smul_right]
  -- the square of a linear form in the field is a double sum
  have sqs : ∀ f : ι → ℝ, (∑ i, B i * f i) ^ 2 = ∑ i, ∑ j, B i * (f i * f j) * B j := by
    intro f
    rw [sq, Finset.sum_mul_sum]
    exact Finset.sum_congr rfl fun i _ => Finset.sum_congr rfl fun j _ => by ring
  have hG : halfSplitting T (∑ i, (B i : ℂ) • μ i) u ^ 2
      = ∑ i, ∑ j, B i * splittingTensor T μ u i j * B j := by
    rw [halfSplitting, Real.sq_sqrt (by positivity), Complex.sq_norm, Complex.normSq_apply,
      e, e, Complex.re_sum, Complex.re_sum, Complex.im_sum]
    simp only [Complex.re_ofReal_mul, Complex.im_ofReal_mul, splittingTensor, mul_add, add_mul,
      Finset.sum_add_distrib]
    rw [← sqs, ← sqs, ← sqs]
    ring
  rw [doublet_splitting hT hM hTM hu, ← sq_eq_sq_iff_eq_or_eq_neg, ← hG, Complex.ofReal_pow]

/-- Time reversal of a spin one-half: `(a, b)` goes to `(-conj b, conj a)`. -/
def spinFlip : EuclideanSpace ℂ (Fin 2) →ₗ⋆[ℂ] EuclideanSpace ℂ (Fin 2) where
  toFun x := !₂[-conj (x 1), conj (x 0)]
  map_add' x y := by
    ext i
    fin_cases i <;> simp
    ring
  map_smul' c x := by ext i; fin_cases i <;> simp

/-- The Pauli operator along the z axis: `(a, b)` goes to `(a, -b)`. -/
def pauliZ : EuclideanSpace ℂ (Fin 2) →ₗ[ℂ] EuclideanSpace ℂ (Fin 2) where
  toFun x := !₂[x 0, -x 1]
  map_add' x y := by
    ext i
    fin_cases i <;> simp
    ring
  map_smul' c x := by ext i; fin_cases i <;> simp

/-- Spin one-half time reversal is a Kramers time reversal, and the Pauli operator along z is
symmetric and anticommutes with it. -/
theorem doublet_splitting_witness :
    IsKramers spinFlip ∧ pauliZ.IsSymmetric ∧
      ∀ x, spinFlip (pauliZ x) = -pauliZ (spinFlip x) := by
  refine ⟨⟨fun x y => ?_, fun x => ?_⟩, fun x y => ?_, fun x => ?_⟩
  · simp [spinFlip, PiLp.inner_apply, Fin.sum_univ_two]
    ring
  · ext i; fin_cases i <;> simp [spinFlip]
  · simp [pauliZ, PiLp.inner_apply, Fin.sum_univ_two]
  · ext i; fin_cases i <;> simp [spinFlip, pauliZ]

end

end KramersDoubletSplitting
```

```lean
#print axioms KramersDoubletSplitting.perturbed_levels
-- 'KramersDoubletSplitting.perturbed_levels' depends on axioms: [propext, Classical.choice, Quot.sound]
#print axioms KramersDoubletSplitting.field_splitting
-- 'KramersDoubletSplitting.field_splitting' depends on axioms: [propext, Classical.choice, Quot.sound]
```

## Secular equations in the proof

`partner_orthonormal` is the argument for norm and overlap given above. In `secular_equations`, `hc` and `hd` are the lower row of the matrix, $\bar b$ and $-a$. The identities `e1` and `e2` expand $\langle u,Mx\rangle$ and $\langle Tu,Mx\rangle$ for $x=pu+qTu$, while `f1` and `f2` recover the amplitudes $p$ and $q$ from overlaps.

In the forward direction, the eigenvalue condition is tested against $u$ and $Tu$. In the reverse direction, a general test vector $y=ru+sTu$ is handled by adding $\bar r$ times the first equation to $\bar s$ times the second.

## Elimination, energy shift and field

In `doublet_splitting`, `ha` records that $a$ is real and `hD` computes $\Delta^2$. The goal then becomes the equivalence between a nonzero solution of the secular system and $l^2=a^2+b\bar b$. The two `linear_combination` calls after `rintro` are the two eliminations, one for $p\neq0$ and one for $q\neq0$. The case split on `hc` chooses between the amplitudes $(1,0)$ and $(b,l-a)$.

For `perturbed_levels`, `hS` shows that $H$ multiplies every vector of the pair by $\varepsilon$, and `key` moves this number to the other side, replacing $l$ by $l-\varepsilon$.

For `field_splitting`, `hM` and `hTM` show that the total coupling is again Hermitian and time-odd. Both use that the field components are real. The identity `sqs` writes the square of a linear form as a double sum, and `hG` applies it to $a$, $\operatorname{Re}b$ and $\operatorname{Im}b$.

Finally, `doublet_splitting_witness` checks a concrete case of the hypotheses on $T$ and $M$: spin-½ time reversal `spinFlip` together with $\sigma_z$, written `pauliZ`.
